# A phase on one spin removes the z-axis Dzyaloshinskii–Moriya term from a spin-1/2 pair with in-plane isotropic exchange

The two-spin Hamiltonian is modelled here as a matrix whose rows and columns are labelled by pairs of spin states, `Fin 2 × Fin 2`, and not by four numbered states. Each label says what the first spin does and what the second spin does, so "a change of basis on the second spin only" has a direct expression: the Kronecker product of the identity with a 2×2 matrix. In the order ↑↑, ↑↓, ↓↑, ↓↓ this is the usual 4×4 matrix.

With S the first spin and S′ the second, the Hamiltonian is

H(J, D, Jz) = J (Sx S′x + Sy S′y) + D (Sx S′y − Sy S′x) + Jz Sz S′z.

The result is that a diagonal unitary on the second spin turns H(J, D, Jz) into H(√(J² + D²), 0, Jz), for all real J, D and Jz. A unitary change of basis preserves eigenvalues, so for a single isolated bond of this form the DM coupling can be absorbed into the exchange before diagonalising; observables of the second spin must then be transformed as well.

```lean
import Mathlib

open Matrix
open scoped Kronecker

namespace DzyaloshinskiiMoriyaGauge

noncomputable section
```

## Spins, phases and couplings as matrices

Spin operators are in units of ħ, so the three couplings are energies. Index 0 is spin up and index 1 is spin down.

```lean
/-- The spin-1/2 operator Sx, in units of ħ. -/
def spinX : Matrix (Fin 2) (Fin 2) ℂ := !![0, 1 / 2; 1 / 2, 0]

/-- The spin-1/2 operator Sy, in units of ħ. -/
def spinY : Matrix (Fin 2) (Fin 2) ℂ := !![0, -Complex.I / 2; Complex.I / 2, 0]

/-- The spin-1/2 operator Sz, in units of ħ. -/
def spinZ : Matrix (Fin 2) (Fin 2) ℂ := diagonal ![1 / 2, -1 / 2]
```

The change of basis leaves spin up alone and multiplies spin down by a phase:

U(φ) = diag(1, exp(iφ)).

Up to an overall phase this is exp(−iφSz), a rotation by φ about the z axis. In Lean it is `phaseGate φ`, and `1 ⊗ₖ phaseGate φ` is the same gate applied to the second spin while the first is untouched.

```lean
/-- The phases given to spin up and spin down: 1 and exp(iφ). -/
def phase (φ : ℝ) : Fin 2 → ℂ := ![1, Complex.exp (φ * Complex.I)]

/-- The diagonal one-spin matrix diag(1, exp(iφ)). -/
def phaseGate (φ : ℝ) : Matrix (Fin 2) (Fin 2) ℂ := diagonal (phase φ)
```

In `pairH J D Jz`, J is the exchange between the in-plane components and Jz the exchange between the z components. The constant D is the antisymmetric exchange that spin-orbit coupling can produce when the bond has no inversion centre at its midpoint. It multiplies the z component of S × S′, which fixes its sign convention. With the plus signs used here, positive J and Jz favour antiparallel alignment of the corresponding components.

```lean
/-- The two-spin Hamiltonian J(SxSx + SySy) + D(SxSy - SySx) + Jz SzSz. -/
def pairH (J D Jz : ℝ) : Matrix (Fin 2 × Fin 2) (Fin 2 × Fin 2) ℂ :=
  (J : ℂ) • (spinX ⊗ₖ spinX + spinY ⊗ₖ spinY)
    + (D : ℂ) • (spinX ⊗ₖ spinY - spinY ⊗ₖ spinX) + (Jz : ℂ) • (spinZ ⊗ₖ spinZ)
```

The angle to be undone is the argument of the complex number J + iD, written α below and `dmAngle J D` in the code. The gate that removes the DM term has φ = −α.

```lean
/-- The argument of the complex coupling J + iD, set to 0 when J = D = 0. -/
def dmAngle (J D : ℝ) : ℝ := Complex.arg ⟨J, D⟩
```

## A real angle makes the gate unitary

The angle φ has type `ℝ`. Physically, the gate then only changes the phase of a basis state and keeps the probabilities of spin up and spin down. By hand, a real φ makes exp(−iφ) the complex conjugate of exp(iφ), so the product of the phase and its conjugate is

exp(iφ) · exp(−iφ) = 1,

which gives U(φ) U(φ)† = 1. The lemma below states it for both spin states: for spin up the phase is 1, and for spin down the modulus of exp(iφ) is 1 because φ is real. The proof uses it twice later, to keep Sz fixed and to show that the gate is unitary.

With a complex angle the second phase would generally have a modulus r different from 1. The lower entry of Sz would then be multiplied by r² in U Sz U†, and the Jz term would not survive unchanged.

```lean
/-- The phase given to each spin state has modulus one. -/
lemma phase_mul_star (φ : ℝ) (s : Fin 2) : phase φ s * star (phase φ s) = 1 := by
  have h : Complex.exp (φ * Complex.I) * star (Complex.exp (φ * Complex.I)) = 1 := by
    rw [Complex.star_def, Complex.mul_conj, Complex.normSq_eq_norm_sq,
      Complex.norm_exp_ofReal_mul_I]
    norm_num
  fin_cases s
  · simp [phase]
  · exact h
```

## Spin one-half gives one relative phase

Each moment has two states, so a diagonal gate has just one relative phase. By hand, the upper right entries of the conjugated operators are

(U Sx U†)↑↓ = (1/2) exp(−iφ) = (cos φ − i sin φ)/2,

(U Sy U†)↑↓ = (−i/2) exp(−iφ) = (−i cos φ − sin φ)/2.

The lower left entries are their complex conjugates, and the diagonal entries are zero. Comparing with the matrices of Sx and Sy gives

U Sx U† = cos φ Sx + sin φ Sy,

U Sy U† = cos φ Sy − sin φ Sx,

U Sz U† = Sz.

The last line holds because diagonal matrices commute and U is unitary.

The theorem `phaseGate_rotates` states these three identities. Its proof writes exp(iφ) as cos φ + i sin φ and compares matrices entry by entry. For Sx and Sy the cosine and sine are replaced by arbitrary real numbers c and s, since the comparison needs only algebra and i² = −1. For Sz the diagonal entries use `phase_mul_star`, and the others vanish.

For a larger spin the two-entry gate would have to be replaced by one with a phase for each Sz level, advancing by φ from level to level; the 2×2 matrices here do not cover that case.

```lean
/-- The phase gate rotates Sx and Sy by the angle φ about the z axis and leaves Sz unchanged. -/
theorem phaseGate_rotates (φ : ℝ) :
    phaseGate φ * spinX * (phaseGate φ)ᴴ
        = (Real.cos φ : ℂ) • spinX + (Real.sin φ : ℂ) • spinY ∧
    phaseGate φ * spinY * (phaseGate φ)ᴴ
        = (Real.cos φ : ℂ) • spinY + (-(Real.sin φ : ℂ)) • spinX ∧
    phaseGate φ * spinZ * (phaseGate φ)ᴴ = spinZ := by
  have h : Complex.exp (φ * Complex.I) = (Real.cos φ : ℂ) + (Real.sin φ : ℂ) * Complex.I := by
    rw [Complex.exp_mul_I, Complex.ofReal_cos, Complex.ofReal_sin]
  refine ⟨?_, ?_, ?_⟩
  · simp only [phaseGate, phase, h]
    generalize Real.cos φ = c
    generalize Real.sin φ = s
    ext i j
    fin_cases i <;> fin_cases j <;>
      simp [spinX, spinY, diagonal_conjTranspose, mul_diagonal, diagonal_mul] <;> ring
  · simp only [phaseGate, phase, h]
    generalize Real.cos φ = c
    generalize Real.sin φ = s
    ext i j
    fin_cases i <;> fin_cases j <;>
      simp [spinX, spinY, diagonal_conjTranspose, mul_diagonal, diagonal_mul] <;>
      linear_combination ((s : ℂ) / 2) * Complex.I_sq
  · ext i j
    rw [phaseGate, diagonal_conjTranspose, mul_diagonal, diagonal_mul, Pi.star_apply]
    by_cases hij : i = j
    · subst hij
      linear_combination spinZ i i * phase_mul_star φ i
    · have hz : spinZ i j = 0 := diagonal_apply_ne _ hij
      rw [hz]
      simp
```

## Isotropy in the plane and a DM vector along z

The definition of `pairH` contains two physical restrictions: the symmetric exchange is diagonal in x, y and z with equal x and y couplings, and the DM vector points along z. Together they make the bond symmetric under a common rotation of both spins about z. Rotating only the second spin therefore changes J and D without creating other kinds of coupling.

By hand, insert the rotated operators for the second spin. With c = cos φ and s = sin φ, the exchange part becomes

J [Sx (c S′x + s S′y) + Sy (c S′y − s S′x)]
= J c (Sx S′x + Sy S′y) + J s (Sx S′y − Sy S′x),

and the DM part becomes

D [Sx (c S′y − s S′x) − Sy (c S′x + s S′y)]
= D c (Sx S′y − Sy S′x) − D s (Sx S′x + Sy S′y).

Collecting terms, the new couplings are

J′ = J cos φ − D sin φ,

D′ = J sin φ + D cos φ,

while Jz is unchanged. Equivalently, J + iD is multiplied by exp(iφ).

The proof of `pair_rotation` follows the same steps. The auxiliary statement `hk` says that the gate acts on the second tensor factor only; it follows from the product rule for Kronecker products. The three rotation identities are then substituted, and `module` collects the coefficients of each operator product.

If the x and y couplings differed, the Hamiltonian would also contain a multiple of Sx S′x − Sy S′y. The gate turns this into

cos φ (Sx S′x − Sy S′y) + sin φ (Sx S′y + Sy S′x),

so a new symmetric off-diagonal coupling appears unless sin φ = 0. A DM component in the plane adds products of S′z with Sx or Sy. A rotation of the second spin about z leaves these products unchanged, so it cannot bring the Hamiltonian to the form H(J′, 0, Jz).

```lean
/-- A phase gate on the second spin rotates the pair of couplings (J, D) by the angle φ. -/
theorem pair_rotation (φ J D Jz : ℝ) :
    (1 ⊗ₖ phaseGate φ) * pairH J D Jz * (1 ⊗ₖ phaseGate φ)ᴴ
      = pairH (J * Real.cos φ - D * Real.sin φ) (J * Real.sin φ + D * Real.cos φ) Jz := by
  obtain ⟨hx, hy, hz⟩ := phaseGate_rotates φ
  -- the gate acts on the second tensor factor only
  have hk : ∀ A B : Matrix (Fin 2) (Fin 2) ℂ,
      (1 ⊗ₖ phaseGate φ) * (A ⊗ₖ B) * (1 ⊗ₖ phaseGate φ)ᴴ
        = A ⊗ₖ (phaseGate φ * B * (phaseGate φ)ᴴ) := by
    intro A B
    rw [conjTranspose_kronecker, ← mul_kronecker_mul, ← mul_kronecker_mul,
      conjTranspose_one, one_mul, mul_one]
  simp only [pairH, mul_add, add_mul, mul_sub, sub_mul, mul_smul_comm, smul_mul_assoc,
    hk, hx, hy, hz, kronecker_add, kronecker_smul,
    Complex.ofReal_add, Complex.ofReal_sub, Complex.ofReal_mul]
  module
```

## Real couplings have a polar form

Real J and D make the Hamiltonian Hermitian. They also make the pair (J, D) an ordinary vector in the plane, which a rotation can align with the first axis. With R = √(J² + D²), the polar form is

J = R cos α,

D = R sin α.

Setting φ = −α in the rotation of the couplings gives

J′ = J cos α + D sin α = R (cos² α + sin² α) = R,

D′ = −J sin α + D cos α = R (−cos α sin α + sin α cos α) = 0.

In `dmAngle_spec`, the facts `hc` and `hs` are the two polar equations, taken from Mathlib's results on the argument of a complex number. The two `linear_combination` steps are the two computations above.

Neither coupling has to be nonzero. If J = 0, the angle is π/2 or −π/2 according to the sign of D, and a pure DM coupling becomes an in-plane exchange of strength |D|. If D = 0 and J < 0, the angle is π and the gate changes the sign of J. If both vanish, the angle is 0, the gate is the identity and the claim is immediate.

With complex couplings the argument fails. For J = 1 and D = i the formula for D′ gives

D′ = sin φ + i cos φ = i exp(−iφ),

which is nonzero for every real φ.

```lean
/-- Rotating the couplings (J, D) by minus the DM angle gives (√(J² + D²), 0). -/
lemma dmAngle_spec (J D : ℝ) :
    J * Real.cos (-dmAngle J D) - D * Real.sin (-dmAngle J D) = √(J ^ 2 + D ^ 2) ∧
    J * Real.sin (-dmAngle J D) + D * Real.cos (-dmAngle J D) = 0 := by
  have hr : ‖(⟨J, D⟩ : ℂ)‖ = √(J ^ 2 + D ^ 2) := by
    rw [← Real.sqrt_sq (norm_nonneg (⟨J, D⟩ : ℂ)), Complex.sq_norm, Complex.normSq_mk]
    congr 1
    ring
  -- polar form of J + iD
  have hc : √(J ^ 2 + D ^ 2) * Real.cos (dmAngle J D) = J := by
    rw [← hr]
    exact Complex.norm_mul_cos_arg _
  have hs : √(J ^ 2 + D ^ 2) * Real.sin (dmAngle J D) = D := by
    rw [← hr]
    exact Complex.norm_mul_sin_arg _
  rw [Real.cos_neg, Real.sin_neg]
  constructor
  · linear_combination (-Real.cos (dmAngle J D)) * hc - Real.sin (dmAngle J D) * hs
      + √(J ^ 2 + D ^ 2) * Real.sin_sq_add_cos_sq (dmAngle J D)
  · linear_combination Real.sin (dmAngle J D) * hc - Real.cos (dmAngle J D) * hs
```

The main theorem, `gauge_away_dm`, has two parts. The first says that the gate on the second spin, with angle −α, belongs to the unitary group of 4×4 complex matrices. The second is the equation

(1 ⊗ U(−α)) H(J, D, Jz) (1 ⊗ U(−α))† = H(√(J² + D²), 0, Jz).

The superscript `ᴴ` in the code is the conjugate transpose, and the first part makes it the inverse of the gate, so the equation is a genuine change of basis. Unitarity is reduced to the one-spin gate and from there to `phase_mul_star`. The equation is `pair_rotation` at φ = −α, simplified with the two halves of `dmAngle_spec`.

The theorem concerns one bond between two spins, without a magnetic field. It makes no statement about chains, rings or lattices, where one choice of phase per site has to serve several bonds.

```lean
/-- A diagonal unitary on the second spin turns the two-spin Hamiltonian into the same form
with D = 0 and J replaced by √(J² + D²). -/
theorem gauge_away_dm (J D Jz : ℝ) :
    (1 ⊗ₖ phaseGate (-dmAngle J D)) ∈ unitaryGroup (Fin 2 × Fin 2) ℂ ∧
    (1 ⊗ₖ phaseGate (-dmAngle J D)) * pairH J D Jz * (1 ⊗ₖ phaseGate (-dmAngle J D))ᴴ
      = pairH (√(J ^ 2 + D ^ 2)) 0 Jz := by
  constructor
  · have hu : phaseGate (-dmAngle J D) * (phaseGate (-dmAngle J D))ᴴ = 1 := by
      rw [phaseGate, diagonal_conjTranspose, diagonal_mul_diagonal, ← diagonal_one]
      congr 1
      funext s
      exact phase_mul_star _ s
    rw [mem_unitaryGroup_iff, star_eq_conjTranspose, conjTranspose_kronecker,
      ← mul_kronecker_mul, hu, conjTranspose_one, mul_one, one_kronecker_one]
  · rw [pair_rotation, (dmAngle_spec J D).1, (dmAngle_spec J D).2]
```

## The angle must satisfy J sin φ + D cos φ = 0

For a general φ, the gate is still unitary and still rotates the couplings, but a DM term usually remains. The last theorem says exactly when it does not: there is a real J′ for which the transformed Hamiltonian equals H(J′, 0, Jz) if and only if

J sin φ + D cos φ = 0.

By hand, this can be read from the matrix element that exchanges the two spins, with row ↑↓ and column ↓↑. The operator Sx S′x + Sy S′y contributes 1/4 + 1/4, the operator Sx S′y − Sy S′x contributes i/4 + i/4, and Sz S′z contributes nothing. Hence

⟨↑↓| H(J, D, Jz) |↓↑⟩ = (J + iD)/2.

After the gate the element is (J′ + iD′)/2, with J′ and D′ the rotated couplings. If the transformed Hamiltonian has no DM term, this element must be real, so D′ = J sin φ + D cos φ vanishes. Conversely, if D′ vanishes, the rotated Hamiltonian already has the required form with J′ = J cos φ − D sin φ.

In the proof, `entry` is the matrix element for arbitrary real couplings. The forward direction compares this entry on both sides and takes imaginary parts; the backward direction substitutes the condition into the result of `pair_rotation`.

When J and D are not both zero, the condition fixes φ up to multiples of π. The choice φ = −α gives the positive exchange √(J² + D²), and φ = π − α gives its negative. When both are zero, every angle satisfies the condition, as there is no DM term to remove.

```lean
/-- A phase gate of angle φ on the second spin removes the DM term exactly when
J sin φ + D cos φ = 0. -/
theorem removes_dm_iff (φ J D Jz : ℝ) :
    (∃ J' : ℝ, (1 ⊗ₖ phaseGate φ) * pairH J D Jz * (1 ⊗ₖ phaseGate φ)ᴴ = pairH J' 0 Jz)
      ↔ J * Real.sin φ + D * Real.cos φ = 0 := by
  -- the spin-flip matrix element carries the complex coupling J + iD
  have entry : ∀ a b : ℝ, pairH a b Jz (0, 1) (1, 0) = ((a : ℂ) + b * Complex.I) / 2 := by
    intro a b
    simp [pairH, spinX, spinY, spinZ]
    linear_combination (-(a : ℂ) / 4) * Complex.I_sq
  rw [pair_rotation]
  constructor
  · rintro ⟨J', h⟩
    have h1 := congrFun (congrFun h (0, 1)) (1, 0)
    rw [entry, entry] at h1
    have h2 := congrArg Complex.im ((div_left_inj' (two_ne_zero' ℂ)).mp h1)
    simpa only [Complex.add_im, Complex.mul_im, Complex.ofReal_re, Complex.ofReal_im,
      Complex.I_re, Complex.I_im, mul_one, mul_zero, add_zero, zero_add] using h2
  · intro h
    exact ⟨_, by rw [h]⟩

end

end DzyaloshinskiiMoriyaGauge
```

```lean
#print axioms DzyaloshinskiiMoriyaGauge.gauge_away_dm
-- 'DzyaloshinskiiMoriyaGauge.gauge_away_dm' depends on axioms: [propext, Classical.choice, Quot.sound]
#print axioms DzyaloshinskiiMoriyaGauge.removes_dm_iff
-- 'DzyaloshinskiiMoriyaGauge.removes_dm_iff' depends on axioms: [propext, Classical.choice, Quot.sound]
```
